# The fraction of 2n-spin configurations with equally many spins up and down falls as 1/√(πn)

Each of 2n spins 1/2 is either up or down along a fixed axis, which gives 4ⁿ configurations, all counted equally; no Hamiltonian enters. Those with equally many spins up and down number C(2n, n), and the declaration states that √n · C(2n, n)/4ⁿ tends to 1/√π as n goes to infinity. The proof uses Stirling's formula in the form that sₙ = n!/(√(2n) (n/e)ⁿ) tends to √π. It follows that s₂ₙ/sₙ² tends to 1/√π, and the rest of the proof shows that this ratio equals the stated expression for every n > 0.

This version doesn't compile in Lean 4 with Mathlib:

```lean
import Mathlib

open Filter Topology Real

namespace CentralAsymptotic

/-- The fraction of states of `2n` spins 1/2 with equally many spins up and down,
multiplied by `√n`, tends to `1/√π`. -/
theorem central_asymptotic :
    Tendsto (fun n : ℕ => √(n : ℝ) * ((2 * n).choose n : ℝ) / 4 ^ n) atTop
      (𝓝 (1 / √π)) := by
  have h := Stirling.tendsto_stirlingSeq_sqrt_pi
  have h2 : Tendsto (fun n : ℕ => 2 * n) atTop atTop :=
    tendsto_atTop_mono (fun n => by omega) tendsto_id
  -- Stirling's formula for (2n)! divided by its square for n!
  have h3 := (h.comp h2).div (h.pow 2) (by positivity)
  have e : √π / √π ^ 2 = 1 / √π := by field_simp
  rw [e] at h3
  refine h3.congr' ?_
  filter_upwards [eventually_gt_atTop 0] with n hn
  show Stirling.stirlingSeq (2 * n) / Stirling.stirlingSeq n ^ 2 = _
  have hn' : (0 : ℝ) < n := by exact_mod_cast hn
  have hc : ((2 * n).factorial : ℝ)
      = (2 * n).choose n * n.factorial * n.factorial := by
    have f := Nat.choose_mul_factorial_mul_factorial (show n ≤ 2 * n by omega)
    rw [show 2 * n - n = n by omega] at f
    exact_mod_cast f.symm
  have hs : √(2 * ((2 * n : ℕ) : ℝ)) = 2 * √(n : ℝ) := by
    push_cast
    rw [show 2 * (2 * (n : ℝ)) = 2 ^ 2 * n by ring, Real.sqrt_mul (by positivity),
      Real.sqrt_sq (by norm_num)]
  have hs2 : √(2 * (n : ℝ)) ^ 2 = 2 * √(n : ℝ) ^ 2 := by
    rw [Real.sq_sqrt (by positivity), Real.sq_sqrt hn'.le]
  have hp : (((2 * n : ℕ) : ℝ) / Real.exp 1) ^ (2 * n)
      = 4 ^ n * (((n : ℝ) / Real.exp 1) ^ n) ^ 2 := by
    push_cast
    rw [mul_div_assoc, mul_pow, pow_mul (2 : ℝ) 2 n, mul_comm 2 n, pow_mul]
    norm_num
  have hA : 0 < ((n : ℝ) / Real.exp 1) ^ n := by positivity
  have hF : (n.factorial : ℝ) ≠ 0 := by positivity
  have hr : 0 < √(n : ℝ) := Real.sqrt_pos.mpr hn'
  simp only [Stirling.stirlingSeq]
  rw [hs, hp, hc]
  generalize ((n : ℝ) / Real.exp 1) ^ n = A at hA ⊢
  rw [div_pow, mul_pow, hs2]
  field_simp

end CentralAsymptotic
```

The compiler's answer:

```
Main.lean:14:36: error: omega could not prove the goal:
a possible counterexample may satisfy the constraints
  b ≥ 0
  a ≥ 0
  a - 2*b ≥ 1
where
 a := ↑(id n)
 b := ↑n
```

Cause. The error arises in the auxiliary fact `h2`, that 2n tends to infinity with n. `tendsto_atTop_mono` derives this from a smaller function that already tends to infinity, and `tendsto_id` supplies the function `id`. The inequality left to `omega` is therefore `id n ≤ 2 * n`, not `n ≤ 2 * n`.

`omega` does not unfold `id`. As the message shows, it treats `id n` as an unknown natural number `a`, unrelated to `b`, which stands for `n`. Nothing then rules out `a - 2*b ≥ 1`, so the goal cannot be proved in that form.

The repair states the inequality explicitly as `n ≤ 2 * n`. Now `omega` sees the same variable on both sides and proves it by linear arithmetic. Lean accepts the result where `tendsto_id` is used because `id n` and `n` are equal by definition.

This version goes through:

```diff
@@ -12,5 +12,5 @@
   have h := Stirling.tendsto_stirlingSeq_sqrt_pi
   have h2 : Tendsto (fun n : ℕ => 2 * n) atTop atTop :=
-    tendsto_atTop_mono (fun n => by omega) tendsto_id
+    tendsto_atTop_mono (fun n => (by omega : n ≤ 2 * n)) tendsto_id
   -- Stirling's formula for (2n)! divided by its square for n!
   have h3 := (h.comp h2).div (h.pow 2) (by positivity)
```
